# At fixed order, the moments per site of an open chain and a ring with the same finite-range hopping agree as the length grows

To compute the density of states of a long chain of identical sites, one often joins its ends into a ring, so that Bloch waves diagonalise the Hamiltonian. The chain of interest may well have open ends. For finite-range, translation-invariant hopping, the replacement changes each fixed moment per site by an amount that vanishes as the chain grows.

The model is a single particle with one orbital per site, and the orbitals are orthonormal. When the Hamiltonian is Hermitian, the trace of its $p$-th power is the sum of the $p$-th powers of the energies, and dividing by the number of sites $N$ gives the $p$-th moment of the density of states per site. The theorems don't need Hermiticity.

In Lean 4 with Mathlib:

```lean
import Mathlib

open Filter Topology

namespace BulkMoments

noncomputable section
```

## Chain and ring from one hopping amplitude

Let $h(r)$ be the complex amplitude for a hop by $r$ sites, with $h(0)$ the on-site energy. The type `ℤ →₀ ℂ` says that only finitely many $h(r)$ are nonzero. Sites are numbered $0,\dots,N-1$, and the open chain has entries $A_{xy}=h(x-y)$, the amplitude from $y$ to $x$. Its ends are plain cuts: hops that would leave the chain are deleted and all others keep their bulk values. A real end may also shift on-site energies or relax bonds; the theorems below don't cover that case.

```lean
/-- The open chain of `N` sites: the amplitude from site `y` to site `x` is `h (x - y)`. -/
def openChain (h : ℤ →₀ ℂ) (N : ℕ) : Matrix (Fin N) (Fin N) ℂ :=
  Matrix.of fun x y => h ((x : ℤ) - (y : ℤ))
```

On a ring, displacements that differ by a multiple of $N$ lead to the same site, so their amplitudes add:
$$h_N(d)=\sum_{r\equiv d\ (\mathrm{mod}\ N)}h(r).$$

```lean
/-- The `N`-periodised amplitude: the sum of `h r` over all `r` congruent to `d` modulo `N`. -/
def periodised (h : ℤ →₀ ℂ) (N : ℕ) (d : ℤ) : ℂ :=
  ∑ r ∈ h.support, if (N : ℤ) ∣ d - r then h r else 0
```

The ring Hamiltonian is the circulant matrix $C_{xy}=h_N(x-y)$. This also fixes the meaning of rings shorter than the hopping range, where a hop may wind round several times.

```lean
/-- The ring of `N` sites: the circulant matrix of the periodised amplitude. -/
def closedRing (h : ℤ →₀ ℂ) (N : ℕ) : Matrix (Fin N) (Fin N) ℂ :=
  Matrix.of fun x y => periodised h N ((x : ℤ) - (y : ℤ))
```

Two constants of the material control the comparison. The first is the total hopping strength $B=\sum_r|h(r)|$, in which the on-site term $|h(0)|$ is included.

```lean
/-- The total hopping strength, the sum of `|h r|`. -/
def hopSum (h : ℤ →₀ ℂ) : ℝ := ∑ r ∈ h.support, ‖h r‖
```

The second weights each hop by its length, $S=\sum_r|r|\,|h(r)|$. It measures how much amplitude crosses a cut.

```lean
/-- The seam strength, the sum of `|r| |h r|`. -/
def seamSum (h : ℤ →₀ ℂ) : ℝ := ∑ r ∈ h.support, (r.natAbs : ℝ) * ‖h r‖
```

Matrices are compared through the sum of their absolute entries, $E(M)=\sum_{x,y}|M_{xy}|$. It dominates the trace: $|\mathrm{tr}\,M|\le\sum_x|M_{xx}|\le E(M)$.

```lean
/-- The sum of the absolute values of all entries of a matrix. -/
def entrySum {N : ℕ} (M : Matrix (Fin N) (Fin N) ℂ) : ℝ := ∑ x, ∑ y, ‖M x y‖
```

Two sites whose positions agree modulo $N$ are the same site, because their difference is a multiple of $N$ lying strictly between $-N$ and $N$.

```lean
/-- A multiple of `N` strictly between `-N` and `N` is zero. -/
theorem small_multiple {N d : ℤ} (hd : N ∣ d) (h1 : -N < d) (h2 : d < N) : d = 0 := by
  obtain ⟨k, rfl⟩ := hd
  have hN : 0 < N := by linarith
  have k1 : k < 1 := by
    by_contra hc
    nlinarith [mul_le_mul_of_nonneg_left (not_lt.1 hc) hN.le]
  have k2 : -1 < k := by
    by_contra hc
    nlinarith [mul_le_mul_of_nonneg_left (not_lt.1 hc) hN.le]
  have k0 : k = 0 := by omega
  rw [k0, mul_zero]
```

## How a local change spreads through a power

If every column of $A$ has absolute sum at most $B$, then
$$E(AM)\le\sum_{x,y,z}|A_{xz}||M_{zy}|=\sum_z\Big(\sum_x|A_{xz}|\Big)\sum_y|M_{zy}|\le B\,E(M).$$

```lean
/-- Multiplying from the left by a matrix whose absolute column sums are at most `B`
enlarges the entry sum by at most the factor `B`. -/
theorem entrySum_mul_left {N : ℕ} {A : Matrix (Fin N) (Fin N) ℂ} {B : ℝ}
    (hA : ∀ z, ∑ x, ‖A x z‖ ≤ B) (M : Matrix (Fin N) (Fin N) ℂ) :
    entrySum (A * M) ≤ B * entrySum M := by
  calc entrySum (A * M) ≤ ∑ x, ∑ y, ∑ z, ‖A x z‖ * ‖M z y‖ := by
        refine Finset.sum_le_sum fun x _ => Finset.sum_le_sum fun y _ => ?_
        rw [Matrix.mul_apply]
        exact (norm_sum_le _ _).trans_eq (by simp only [norm_mul])
    _ = ∑ z, (∑ x, ‖A x z‖) * ∑ y, ‖M z y‖ := by
        simp only [Finset.sum_mul_sum]
        symm
        rw [Finset.sum_comm]
        exact Finset.sum_congr rfl fun x _ => Finset.sum_comm
    _ ≤ ∑ z, B * ∑ y, ‖M z y‖ := Finset.sum_le_sum fun z _ =>
        mul_le_mul_of_nonneg_right (hA z) (Finset.sum_nonneg fun _ _ => norm_nonneg _)
    _ = B * entrySum M := by rw [entrySum, Finset.mul_sum]
```

Transposition gives $E(MC)\le B\,E(M)$ when the rows of $C$ have absolute sums at most $B$, and hence $E((A-C)C^q)\le B^qE(A-C)$. Now split
$$A^{p+2}-C^{p+2}=A\,(A^{p+1}-C^{p+1})+(A-C)\,C^{p+1}.$$
If $E(A^{p+1}-C^{p+1})\le(p+1)B^pE(A-C)$, the right-hand side has entry sum at most
$$B\,(p+1)B^pE(A-C)+B^{p+1}E(A-C)=(p+2)B^{p+1}E(A-C),$$
which is the induction step. The case $p=0$ is an equality.

```lean
/-- If the absolute column sums of `A` and row sums of `C` are at most `B`, then the powers of
`A` and `C` differ in entry sum by at most `(p + 1) B ^ p` times the difference of `A` and `C`. -/
theorem entrySum_pow_sub {N : ℕ} {A C : Matrix (Fin N) (Fin N) ℂ} {B : ℝ} (hB : 0 ≤ B)
    (hA : ∀ z, ∑ x, ‖A x z‖ ≤ B) (hC : ∀ z, ∑ y, ‖C z y‖ ≤ B) (p : ℕ) :
    entrySum (A ^ (p + 1) - C ^ (p + 1)) ≤ (p + 1) * B ^ p * entrySum (A - C) := by
  have ht : ∀ M : Matrix (Fin N) (Fin N) ℂ, entrySum M.transpose = entrySum M :=
    fun M => Finset.sum_comm
  have hadd : ∀ M K : Matrix (Fin N) (Fin N) ℂ,
      entrySum (M + K) ≤ entrySum M + entrySum K := by
    intro M K
    simp only [entrySum, ← Finset.sum_add_distrib]
    exact Finset.sum_le_sum fun x _ => Finset.sum_le_sum fun y _ => norm_add_le _ _
  -- multiplication from the right is multiplication from the left, transposed
  have hr : ∀ M : Matrix (Fin N) (Fin N) ℂ, entrySum (M * C) ≤ B * entrySum M := by
    intro M
    rw [← ht (M * C), Matrix.transpose_mul, ← ht M]
    exact entrySum_mul_left (fun z => hC z) _
  have hpow : ∀ q : ℕ, entrySum ((A - C) * C ^ q) ≤ B ^ q * entrySum (A - C) := by
    intro q
    induction q with
    | zero => simp
    | succ q ih =>
      rw [pow_succ C q, ← mul_assoc]
      calc _ ≤ B * entrySum ((A - C) * C ^ q) := hr _
        _ ≤ B * (B ^ q * entrySum (A - C)) := mul_le_mul_of_nonneg_left ih hB
        _ = _ := by ring
  induction p with
  | zero => simp
  | succ p ih =>
    have e : A ^ (p + 1 + 1) - C ^ (p + 1 + 1)
        = A * (A ^ (p + 1) - C ^ (p + 1)) + (A - C) * C ^ (p + 1) := by
      rw [pow_succ' A (p + 1), pow_succ' C (p + 1), mul_sub, sub_mul]
      abel
    rw [e]
    calc _ ≤ _ := hadd _ _
      _ ≤ B * ((p + 1) * B ^ p * entrySum (A - C)) + B ^ (p + 1) * entrySum (A - C) :=
        add_le_add ((entrySum_mul_left hA _).trans (mul_le_mul_of_nonneg_left ih hB)) (hpow _)
      _ = _ := by push_cast; ring
```

## Counting the bonds across the seam

All three sums still needed have one form: absolute amplitudes added over a set of sites or bonds. By the triangle inequality and an exchange of sums, if hop $r$ contributes to at most $c(r)$ members of the set, the total is at most $\sum_r c(r)|h(r)|$. In the lemma, `P i r` says that hop $r$ contributes to member $i$.

```lean
/-- If each hop `r` is used by at most `c r` bonds, the absolute amplitudes of all bonds add up
to at most the sum of `c r |h r|`. -/
theorem sum_norm_le {ι : Type*} [Fintype ι] (h : ℤ →₀ ℂ) (P : ι → ℤ → Prop)
    [∀ i r, Decidable (P i r)] (c : ℤ → ℕ)
    (hc : ∀ r, (Finset.univ.filter fun i => P i r).card ≤ c r) :
    ∑ i, ‖∑ r ∈ h.support, if P i r then h r else 0‖ ≤ ∑ r ∈ h.support, (c r : ℝ) * ‖h r‖ := by
  calc _ ≤ ∑ i, ∑ r ∈ h.support, (if P i r then ‖h r‖ else 0) :=
        Finset.sum_le_sum fun i _ => (norm_sum_le _ _).trans_eq
          (Finset.sum_congr rfl fun r _ => by split_ifs <;> simp)
    _ = ∑ r ∈ h.support, ∑ i, (if P i r then ‖h r‖ else 0) := Finset.sum_comm
    _ ≤ _ := Finset.sum_le_sum fun r _ => by
        rw [← Finset.sum_filter, Finset.sum_const, nsmul_eq_mul]
        exact mul_le_mul_of_nonneg_right (by exact_mod_cast hc r) (norm_nonneg _)
```

Chain and ring differ by the hops with $x-y\equiv r$ modulo $N$ but $x-y\ne r$. For such a hop, $y+r$ lies off the chain. If $r\ge0$, then $N-r\le y<N$; if $r<0$, then $0\le y<-r$. Either range holds $|r|$ integers, and $y$ and $r$ determine $x$, so at most $|r|$ bonds are affected.

```lean
/-- At most `|r|` bonds of the ring realise the hop `r` by crossing the seam. -/
theorem card_seam (N : ℕ) (r : ℤ) :
    (Finset.univ.filter fun q : Fin N × Fin N =>
      (N : ℤ) ∣ (q.1 : ℤ) - (q.2 : ℤ) - r ∧ (q.1 : ℤ) - (q.2 : ℤ) ≠ r).card ≤ r.natAbs := by
  -- the starting site lies within `|r|` of one end and determines the bond
  have hcard : (Finset.Ico (if 0 ≤ r then (N : ℤ) - r else 0)
      (if 0 ≤ r then (N : ℤ) else -r)).card = r.natAbs := by
    rw [Int.card_Ico]
    split_ifs <;> omega
  rw [← hcard]
  refine Finset.card_le_card_of_injOn (fun q => (q.2 : ℤ)) ?_ ?_
  · intro q hq
    obtain ⟨hd, hne⟩ := (Finset.mem_filter.1 hq).2
    have h1 := q.1.isLt
    have h2 := q.2.isLt
    have key : ¬ (-(N : ℤ) < (q.1 : ℤ) - (q.2 : ℤ) - r ∧ (q.1 : ℤ) - (q.2 : ℤ) - r < N) :=
      fun hb => hne (by have := small_multiple hd hb.1 hb.2; omega)
    refine Finset.mem_Ico.2 ?_
    change _ ≤ (q.2 : ℤ) ∧ (q.2 : ℤ) < _
    split_ifs <;> omega
  · intro q hq s hs hqs
    have e : (q.2 : ℤ) = (s.2 : ℤ) := hqs
    have hd := dvd_sub (Finset.mem_filter.1 hq).2.1 (Finset.mem_filter.1 hs).2.1
    have h1 := q.1.isLt
    have h2 := s.1.isLt
    have := small_multiple hd (by omega) (by omega)
    exact Prod.ext (Fin.ext (by omega)) (Fin.ext (by omega))
```

For a given $r$, a starting site $y$ on the chain has at most one target $x$, and a target on the ring has at most one starting site. With $c(r)=1$, the columns of $A$ and the rows of $C$ therefore have absolute sums at most $B$. With $c(r)=|r|$, the seam count gives $E(A-C)\le S$. Together, for every $N$ and $p$,
$$|\mathrm{tr}\,A^{p+1}-\mathrm{tr}\,C^{p+1}|\le(p+1)B^pS.$$

```lean
/-- For every length `N`, the traces of the `(p + 1)`-th powers of chain and ring differ by at most
`(p + 1) (∑ |h r|) ^ p (∑ |r| |h r|)`. -/
theorem trace_pow_sub_le (h : ℤ →₀ ℂ) (N p : ℕ) :
    ‖(openChain h N ^ (p + 1)).trace - (closedRing h N ^ (p + 1)).trace‖
      ≤ (p + 1) * hopSum h ^ p * seamSum h := by
  have hB : 0 ≤ hopSum h := Finset.sum_nonneg fun _ _ => norm_nonneg _
  have e : ∀ x y, openChain h N x y
      = ∑ r ∈ h.support, if (x : ℤ) - (y : ℤ) = r then h r else 0 := by
    intro x y
    rw [Finset.sum_ite_eq]
    split_ifs with hd
    · rfl
    · exact Finsupp.notMem_support_iff.1 hd
  have hA : ∀ y, ∑ x, ‖openChain h N x y‖ ≤ hopSum h := by
    intro y
    simp only [e]
    refine (sum_norm_le h (fun (x : Fin N) r => (x : ℤ) - (y : ℤ) = r) (fun _ => 1) fun r =>
      Finset.card_le_one.2 fun i hi j hj => Fin.ext ?_).trans_eq (by simp [hopSum])
    have a : (i : ℤ) - (y : ℤ) = r := (Finset.mem_filter.1 hi).2
    have b : (j : ℤ) - (y : ℤ) = r := (Finset.mem_filter.1 hj).2
    omega
  have hC : ∀ x, ∑ y, ‖closedRing h N x y‖ ≤ hopSum h := by
    intro x
    refine (sum_norm_le h (fun (y : Fin N) r => (N : ℤ) ∣ (x : ℤ) - (y : ℤ) - r) (fun _ => 1)
      fun r => Finset.card_le_one.2 fun i hi j hj => Fin.ext ?_).trans_eq (by simp [hopSum])
    have hd := dvd_sub (Finset.mem_filter.1 hi).2 (Finset.mem_filter.1 hj).2
    have := small_multiple hd (by omega) (by omega)
    omega
  -- chain and ring differ only on the bonds across the seam
  have hS : entrySum (openChain h N - closedRing h N) ≤ seamSum h := by
    refine le_trans (le_of_eq ?_) (sum_norm_le h (fun (q : Fin N × Fin N) r =>
      (N : ℤ) ∣ (q.1 : ℤ) - (q.2 : ℤ) - r ∧ (q.1 : ℤ) - (q.2 : ℤ) ≠ r)
      (fun r => r.natAbs) (card_seam N))
    rw [entrySum, Fintype.sum_prod_type]
    refine Finset.sum_congr rfl fun x _ => Finset.sum_congr rfl fun y _ => ?_
    rw [Matrix.sub_apply, e, norm_sub_rev]
    simp only [closedRing, periodised, Matrix.of_apply]
    rw [← Finset.sum_sub_distrib]
    congr 1
    refine Finset.sum_congr rfl fun r _ => ?_
    by_cases h1 : (x : ℤ) - (y : ℤ) = r <;> simp [h1]
  rw [← Matrix.trace_sub]
  calc _ ≤ entrySum (openChain h N ^ (p + 1) - closedRing h N ^ (p + 1)) :=
        (norm_sum_le _ _).trans (Finset.sum_le_sum fun x _ => Finset.single_le_sum
          (f := fun y => ‖(openChain h N ^ (p + 1) - closedRing h N ^ (p + 1)) x y‖)
          (fun _ _ => norm_nonneg _) (Finset.mem_univ x))
    _ ≤ _ := entrySum_pow_sub hB hA hC p
    _ ≤ _ := mul_le_mul_of_nonneg_left hS (by positivity)
```

As a small instance, take $h(1)=h(-1)=1$ and $N=4$. The trace of the square counts two-step return walks, two for each bond. The chain has three bonds and the ring four, so the traces are $6$ and $8$, or $1.5$ and $2$ per site. Here $B=S=2$, and the bound with $p=1$ is $2\cdot2\cdot2=8$, against an actual difference of $2$.

## The limit of long chains

The bound doesn't depend on $N$, so division by $N$ sends the difference to zero. For order zero both traces equal $N$ and there is nothing to estimate.

```lean
/-- For fixed `p`, the moments per site of the open chain and of the ring have difference tending to
zero as `N` grows. -/
theorem bulk_moments (h : ℤ →₀ ℂ) (p : ℕ) :
    Tendsto (fun N : ℕ => ((openChain h N ^ p).trace - (closedRing h N ^ p).trace) / (N : ℂ))
      atTop (𝓝 0) := by
  cases p with
  | zero => simp
  | succ p =>
    refine squeeze_zero_norm (fun N => ?_)
      (tendsto_const_div_atTop_nhds_zero_nat ((p + 1) * hopSum h ^ p * seamSum h))
    rw [norm_div, Complex.norm_natCast]
    exact div_le_div_of_nonneg_right (trace_pow_sub_le h N p) (Nat.cast_nonneg N)
```

For a polynomial $q(H)=\sum_i c_iH^i$ the difference per site is a finite sum of such terms with fixed coefficients $c_i$, so it vanishes too. In simulation practice this applies to Chebyshev moments of fixed order, for non-interacting chains of the kind above, provided the energy is shifted and rescaled in the same way for chain and ring and for all $N$.

```lean
/-- For any fixed polynomial of the hopping matrix, the traces per site for the open chain and for
the ring have difference tending to zero as `N` grows. -/
theorem bulk_polynomial (h : ℤ →₀ ℂ) (q : Polynomial ℂ) :
    Tendsto (fun N : ℕ => ((Polynomial.aeval (openChain h N) q).trace
      - (Polynomial.aeval (closedRing h N) q).trace) / (N : ℂ)) atTop (𝓝 0) := by
  have t := tendsto_finsetSum (Finset.range (q.natDegree + 1))
    (fun i _ => (bulk_moments h i).const_mul (q.coeff i))
  simp only [mul_zero, Finset.sum_const_zero] at t
  refine t.congr fun N => ?_
  simp only [Polynomial.aeval_eq_sum_range, Matrix.trace_sum, Matrix.trace_smul, smul_eq_mul]
  rw [← Finset.sum_sub_distrib, Finset.sum_div]
  exact Finset.sum_congr rfl fun i _ => by ring
```

## A walk that winds round the ring

The limit can fail if the order grows with the length as $p=N$. Let $h(1)=1$ be the only nonzero amplitude, written `Finsupp.single 1 1`; this one-way hopping is not Hermitian. On the chain, $N$ steps to the right cannot return to the start, so $\mathrm{tr}\,A^N=0$. On the ring they lead every site back to itself, so $C^N$ is the identity and $\mathrm{tr}\,C^N=N$. The difference per site is $(0-N)/N=-1$ for every $N\ge1$.

The proof finds the entries of the powers by induction on the number of steps $k$: those of $A^k$ vanish unless $x-y=k$, and those of $C^k$ are $1$ if $x-y\equiv k$ modulo $N$ and $0$ otherwise.

```lean
/-- For one-way hopping by one site and every `N ≥ 1`, the trace per site of the `N`-th power for
the open chain minus that for the ring is exactly `-1`. -/
theorem one_way_winding {N : ℕ} (hN : 0 < N) :
    ((openChain (Finsupp.single 1 1) N ^ N).trace
      - (closedRing (Finsupp.single 1 1) N ^ N).trace) / (N : ℂ) = -1 := by
  -- on the chain, `k` steps lead exactly `k` sites to the right
  have hA : ∀ (k : ℕ) (x y : Fin N), (x : ℤ) - (y : ℤ) ≠ k →
      (openChain (Finsupp.single 1 1) N ^ k) x y = 0 := by
    intro k
    induction k with
    | zero =>
      intro x y hxy
      rw [pow_zero]
      exact Matrix.one_apply_ne (fun hh => hxy (by simp [hh]))
    | succ k ih =>
      intro x y hxy
      rw [pow_succ, Matrix.mul_apply]
      refine Finset.sum_eq_zero fun z _ => ?_
      by_cases hz : (x : ℤ) - (z : ℤ) = k
      · have h1 : (1 : ℤ) ≠ (z : ℤ) - (y : ℤ) := by
          intro hh
          apply hxy
          push_cast
          omega
        have h0 : openChain (Finsupp.single 1 1) N z y = 0 := by
          simp only [openChain, Matrix.of_apply, Finsupp.single_apply, if_neg h1]
        rw [h0, mul_zero]
      · rw [ih x z hz, zero_mul]
  have hE : ∀ x y : Fin N, closedRing (Finsupp.single 1 1) N x y
      = if (N : ℤ) ∣ (x : ℤ) - (y : ℤ) - 1 then 1 else 0 := by
    intro x y
    simp only [closedRing, periodised, Matrix.of_apply]
    rw [Finsupp.support_single _ one_ne_zero, Finset.sum_singleton,
      Finsupp.single_eq_same]
  -- on the ring, `k` steps lead `k` sites onward modulo `N`
  have hC : ∀ (k : ℕ) (x y : Fin N), (closedRing (Finsupp.single 1 1) N ^ k) x y
      = if (N : ℤ) ∣ (x : ℤ) - (y : ℤ) - (k : ℤ) then 1 else 0 := by
    intro k
    induction k with
    | zero =>
      intro x y
      rw [pow_zero, Matrix.one_apply]
      refine if_congr ⟨fun hh => by simp [hh], fun hd => Fin.ext ?_⟩ rfl rfl
      have := small_multiple hd (by omega) (by omega)
      omega
    | succ k ih =>
      intro x y
      obtain ⟨w, hw⟩ : ∃ w : Fin N, (N : ℤ) ∣ (w : ℤ) - (y : ℤ) - 1 := by
        have m : ((((y : ℕ) + 1) % N : ℕ) : ℤ) + (N : ℤ) * ((((y : ℕ) + 1) / N : ℕ) : ℤ)
            = ((y : ℕ) : ℤ) + 1 := by exact_mod_cast Nat.mod_add_div ((y : ℕ) + 1) N
        refine ⟨⟨((y : ℕ) + 1) % N, Nat.mod_lt _ hN⟩, -((((y : ℕ) + 1) / N : ℕ) : ℤ), ?_⟩
        change ((((y : ℕ) + 1) % N : ℕ) : ℤ) - ((y : ℕ) : ℤ) - 1 = _
        linear_combination m
      rw [pow_succ, Matrix.mul_apply, Finset.sum_eq_single w]
      · have e : (x : ℤ) - (y : ℤ) - ((k + 1 : ℕ) : ℤ)
            = ((x : ℤ) - (w : ℤ) - (k : ℤ)) + ((w : ℤ) - (y : ℤ) - 1) := by
          push_cast
          ring
        rw [ih, hE, if_pos hw, mul_one, e]
        exact if_congr (dvd_add_left hw).symm rfl rfl
      · intro z _ hz
        rw [hE, if_neg, mul_zero]
        intro hd
        have := small_multiple (dvd_sub hd hw) (by omega) (by omega)
        exact hz (Fin.ext (by omega))
      · exact fun hh => absurd (Finset.mem_univ w) hh
  have tA : (openChain (Finsupp.single 1 1) N ^ N).trace = 0 :=
    Finset.sum_eq_zero fun x _ => hA N x x (by omega)
  have tC : (closedRing (Finsupp.single 1 1) N ^ N).trace = N := by
    simp [Matrix.trace, hC]
  have hN' : (N : ℂ) ≠ 0 := Nat.cast_ne_zero.2 hN.ne'
  rw [tA, tC, zero_sub, neg_div, div_self hN']

end

end BulkMoments
```

```lean
#print axioms BulkMoments.bulk_moments
#print axioms BulkMoments.bulk_polynomial
#print axioms BulkMoments.one_way_winding
```

```
'BulkMoments.bulk_moments' depends on axioms: [propext, Classical.choice, Quot.sound]
'BulkMoments.bulk_polynomial' depends on axioms: [propext, Classical.choice, Quot.sound]
'BulkMoments.one_way_winding' depends on axioms: [propext, Classical.choice, Quot.sound]
```
